# On a chain with no matrix elements beyond the right neighbour, an eigenvector's amplitude times the hopping product is a polynomial in the energy times the first amplitude

The theorem `amplitude_polynomials` concerns one particle on a finite chain with sites numbered from 0, described by a complex matrix `T`, not assumed Hermitian, whose entries `T x y` vanish when `y` lies beyond the right neighbour of `x`. For each site `x` it gives polynomials q_y, depending on `T` and `x` only, of degree at most `x`, with q_x monic of degree `x`. Whenever Tφ = Eφ, with φ not necessarily normalised or even nonzero, the product of the elements `T k (k+1)` for k < x, times φ_y, equals q_y(E) φ_0 for every y ≤ x. The proof is by induction on `x`: row `x` of the eigenvalue equation expresses `T x (x+1)` times the amplitude on site `x + 1` through the amplitudes up to site `x`. Multiplied by the hopping product up to `x`, it gives the next polynomial, even if `T x (x+1)` is zero.

In Lean, a first try:

```lean
import Mathlib

open Polynomial Matrix

namespace AmplitudePolynomials

noncomputable section

variable {M N : ℕ}

/-- The matrix elements `T x y` with `y` beyond the right neighbour of `x` vanish. -/
def NoLongHop (T : Matrix (Fin M) (Fin M) ℂ) : Prop :=
  ∀ x y : Fin M, x.val + 1 < y.val → T x y = 0

/-- The product of the matrix elements `T k (k+1)` over the bonds between the first site
and site `x`. -/
def hopProduct (T : Matrix (Fin M) (Fin M) ℂ) (x : ℕ) (hx : x < M) : ℂ :=
  ∏ k : Fin x, T ⟨k.val, k.2.trans hx⟩ ⟨k.val + 1, lt_of_le_of_lt (Nat.succ_le_of_lt k.2) hx⟩

/-- Going one site further multiplies the hopping product by the matrix element of the new
bond. -/
theorem hopProduct_succ (T : Matrix (Fin M) (Fin M) ℂ) (x : ℕ) (hx : x + 1 < M) :
    hopProduct T (x + 1) hx =
      hopProduct T x (Nat.lt_of_succ_lt hx) * T ⟨x, Nat.lt_of_succ_lt hx⟩ ⟨x + 1, hx⟩ :=
  Fin.prod_univ_castSucc _

/-- If `T` has no long hops, the amplitudes of all its eigenvectors up to site `x`, times the
hopping product, are polynomials in the energy times the amplitude on the first site. The
polynomials depend on `T` and `x` only, have degree at most `x`, and the one of site `x` is monic of
degree `x`. -/
theorem amplitude_polynomials {T : Matrix (Fin M) (Fin M) ℂ} (hT : NoLongHop T) :
    ∀ (x : ℕ) (hx : x < M), ∃ q : Fin M → ℂ[X],
      (q ⟨x, hx⟩).Monic ∧ (q ⟨x, hx⟩).natDegree = x ∧ (∀ y, (q y).natDegree ≤ x) ∧
      ∀ (E : ℂ) (φ : Fin M → ℂ), T *ᵥ φ = E • φ → ∀ y : Fin M, y.val ≤ x →
        hopProduct T x hx * φ y = (q y).eval E * φ ⟨0, Nat.zero_lt_of_lt hx⟩ := by
  intro x
  induction x with
  | zero =>
    intro hx
    refine ⟨fun _ => 1, monic_one, natDegree_one, fun _ => by simp, ?_⟩
    intro E φ _ y hy
    have h0 : y = ⟨0, hx⟩ := Fin.ext (Nat.le_zero.mp hy)
    subst h0
    simp [hopProduct]
  | succ x ih =>
    intro hx
    have hx' : x < M := Nat.lt_of_succ_lt hx
    obtain ⟨q, hm, hd, hle, hq⟩ := ih hx'
    -- the new polynomial is `X * q x - s`, with `s` collecting the sites up to `x`
    obtain ⟨s, hs⟩ : ∃ s : ℂ[X], s = ∑ z ∈ Finset.univ.filter (fun z : Fin M => z.val ≤ x),
      C (T ⟨x, hx'⟩ z) * q z := ⟨_, rfl⟩
    have hsd : s.natDegree ≤ x := by
      rw [hs]
      exact natDegree_sum_le_of_forall_le _ _
        (fun z _ => (natDegree_C_mul_le _ _).trans (hle z))
    have hXd : (X * q ⟨x, hx'⟩).natDegree = x + 1 := by
      rw [natDegree_X_mul hm.ne_zero, hd]
    have hlt : s.natDegree < (X * q ⟨x, hx'⟩).natDegree := by omega
    have hpm : (X * q ⟨x, hx'⟩ - s).Monic :=
      (monic_X.mul hm).sub_of_left (degree_lt_degree hlt)
    have hpd : (X * q ⟨x, hx'⟩ - s).natDegree = x + 1 := by
      rw [natDegree_sub_eq_left_of_natDegree_lt hlt, hXd]
    refine ⟨Function.update (fun y => C (T ⟨x, hx'⟩ ⟨x + 1, hx⟩) * q y) ⟨x + 1, hx⟩
      (X * q ⟨x, hx'⟩ - s), ?_, ?_, ?_, ?_⟩
    · rw [Function.update_self]; exact hpm
    · rw [Function.update_self]; exact hpd
    · intro y
      by_cases hy : y = ⟨x + 1, hx⟩
      · rw [hy, Function.update_self]; exact hpd.le
      · rw [Function.update_of_ne hy]
        exact (natDegree_C_mul_le _ _).trans ((hle y).trans (Nat.le_succ x))
    · intro E φ h y hy
      by_cases hyx : y = ⟨x + 1, hx⟩
      · -- row `x` of the eigenvalue equation determines the amplitude on site `x + 1`
        have row : ∑ z, T ⟨x, hx'⟩ z * φ z = E * φ ⟨x, hx'⟩ := congrFun h ⟨x, hx'⟩
        rw [← Finset.sum_filter_add_sum_filter_not Finset.univ
          (fun z : Fin M => z.val ≤ x)] at row
        have far : ∑ z ∈ Finset.univ.filter (fun z : Fin M => ¬ z.val ≤ x),
            T ⟨x, hx'⟩ z * φ z = T ⟨x, hx'⟩ ⟨x + 1, hx⟩ * φ ⟨x + 1, hx⟩ := by
          apply Finset.sum_eq_single (⟨x + 1, hx⟩ : Fin M)
          · intro z hz hne
            have h1 : ¬ z.val ≤ x := (Finset.mem_filter.mp hz).2
            have h2 : z.val ≠ x + 1 := fun e => hne (Fin.ext e)
            have h3 : x + 1 < z.val := by omega
            rw [hT ⟨x, hx'⟩ z h3, zero_mul]
          · intro hn
            exact absurd (Finset.mem_filter.mpr
              ⟨Finset.mem_univ _, Nat.not_succ_le_self x⟩) hn
        have near : hopProduct T x hx' *
            ∑ z ∈ Finset.univ.filter (fun z : Fin M => z.val ≤ x), T ⟨x, hx'⟩ z * φ z =
            s.eval E * φ ⟨0, Nat.zero_lt_of_lt hx⟩ := by
          rw [hs, eval_finset_sum, Finset.mul_sum, Finset.sum_mul]
          refine Finset.sum_congr rfl fun z hz => ?_
          rw [eval_mul, eval_C]
          linear_combination T ⟨x, hx'⟩ z * hq E φ h z (Finset.mem_filter.mp hz).2
        rw [far] at row
        have top := hq E φ h ⟨x, hx'⟩ le_rfl
        rw [hyx, Function.update_self, hopProduct_succ T x hx, eval_sub, eval_mul, eval_X]
        linear_combination hopProduct T x hx' * row - near + E * top
      · have h1 : y.val ≠ x + 1 := fun e => hyx (Fin.ext e)
        have h2 : y.val ≤ x := by omega
        rw [Function.update_of_ne hyx, hopProduct_succ T x hx, eval_mul, eval_C]
        linear_combination T ⟨x, hx'⟩ ⟨x + 1, hx⟩ * hq E φ h y h2

end

end AmplitudePolynomials
```

Messages:

```
Main.lean:88:59: error: Application type mismatch: The argument
  hn
has type
  ⟨x + 1, hx⟩ ∉ {z | ¬↑z ≤ x}
but is expected to have type
  x.succ ≤ x ∉ Finset.filter Not Finset.univ
in the application
  absurd (Finset.mem_filter.mpr ⟨Finset.mem_univ (x.succ ≤ x), Nat.not_succ_le_self x⟩) hn
Main.lean:87:26: error(lean.synthInstanceFailed): failed to synthesize instance of type class
  DecidablePred Not

Hint: Type class instance resolution failures can be inspected with the `set_option trace.Meta.synthInstance true` command.
Main.lean:92:18: warning: `Polynomial.eval_finset_sum` has been deprecated: Use `Polynomial.eval_finsetSum` instead
```

Cause. Both errors come from the step showing that site `x + 1` belongs to the filtered set of sites beyond `x`. In `absurd (Finset.mem_filter.mpr …) hn`, Lean elaborates the membership proof before `hn` has told it which element and which set are meant. It has to read them off `Nat.not_succ_le_self x`, a proof of `¬ x.succ ≤ x`, and takes the predicate to be `Not` and the element to be the proposition `x.succ ≤ x`. The result is a statement about a set of propositions, which `hn` does not contradict; filtering by `Not` also needs an instance `DecidablePred Not`, which Lean cannot find.

The repair applies `hn` to the membership proof. The type of `hn` now fixes the site and the filter in advance, and the same inequality proof fits. The application yields `False`, from which `.elim` closes the goal.

Replacing `eval_finset_sum` by `eval_finsetSum` is mere tidying: it follows the deprecation warning and cures no error.

The repair, with which the file compiles:

```diff
@@ -85,10 +85,10 @@
             rw [hT ⟨x, hx'⟩ z h3, zero_mul]
           · intro hn
-            exact absurd (Finset.mem_filter.mpr
-              ⟨Finset.mem_univ _, Nat.not_succ_le_self x⟩) hn
+            exact (hn (Finset.mem_filter.mpr
+              ⟨Finset.mem_univ _, Nat.not_succ_le_self x⟩)).elim
         have near : hopProduct T x hx' *
             ∑ z ∈ Finset.univ.filter (fun z : Fin M => z.val ≤ x), T ⟨x, hx'⟩ z * φ z =
             s.eval E * φ ⟨0, Nat.zero_lt_of_lt hx⟩ := by
-          rw [hs, eval_finset_sum, Finset.mul_sum, Finset.sum_mul]
+          rw [hs, eval_finsetSum, Finset.mul_sum, Finset.sum_mul]
           refine Finset.sum_congr rfl fun z hz => ?_
           rw [eval_mul, eval_C]
```
